# For a bounded Hamiltonian, the truncated Heisenberg series errs by at most its first omitted term

Let an observable evolve under a bounded, time-independent, self-adjoint Hamiltonian, and expand it in time as a series of nested commutators. If the series is cut off at any order, the error in norm is at most the norm of the first term left out. This holds for every real time, positive or negative.

The physical problem is to know how an observable $B$ looks a short time $t$ later, when the exact evolution $e^{itH}Be^{-itH}$ is out of reach but a few commutators with the Hamiltonian $H$ can be worked out. For a finite spin system, or for electrons in a finite basis, the bounds below say how far such a short-time expansion can be trusted.

## Commutators in an algebra of bounded operators

Units are chosen with $\hbar=1$; otherwise read $t/\hbar$ for $t$. Write $\mathrm{ad}_A(B)=[A,B]=AB-BA$, and $\mathrm{ad}_A^k(B)$ for the result of applying $\mathrm{ad}_A$ to $B$ a total of $k$ times, so that $\mathrm{ad}_A^0(B)=B$.

The letter $A$ stands for the generator of the evolution and not for an observable. It is usually taken skew-adjoint, $A^*=-A$, as $itH$ is when $H$ is self-adjoint. Physically, this condition says that the evolution is unitary and conserves probability. The operator $B$ is arbitrary and need not be self-adjoint.

In Lean, operators are elements of a type `𝔄` with a `CStarAlgebra` structure, that is, a complex unital C*-algebra. Examples are the complex $d\times d$ matrices and the bounded operators on a Hilbert space, both with the operator norm. The adjoint is `star`, and `exp` is the exponential power series. The commutator is `ad A B`, its $k$-fold iterate is `(ad A)^[k] B`, and `range n` is the set $\{0,\dots,n-1\}$.

Every element of such an algebra has a finite norm, whereas the Hamiltonian of a particle in continuous space is usually unbounded. The passage from that Hamiltonian to a bounded one, such as its matrix in a finite basis, needs an error estimate of its own.

```lean
import Mathlib

open NormedSpace Finset

namespace TruncatedHeisenberg

/-- The commutator `[A, B] = AB - BA`, seen as the map `ad A` acting on `B`. -/
def ad {R : Type*} [Ring R] (A B : R) : R := A * B - B * A
```

## (a) Unitary conjugation keeps the norm

Let $A^*=-A$. Show that conjugation by $e^A$ leaves the norm of every $B$ unchanged:
$$\|e^{A}Be^{-A}\|=\|B\|.$$

Put $U=e^A$. Then $U^*=e^{A^*}=e^{-A}=U^{-1}$, so $U$ is unitary, and so is $e^{-A}$. The C*-identity $\|X\|^2=\|X^*X\|=\|XX^*\|$ gives, for any $X$ and any unitary $V$,
$$\|VX\|^2=\|X^*V^*VX\|=\|X\|^2,\qquad \|XV\|^2=\|XVV^*X^*\|=\|X\|^2.$$
Both exponentials can therefore be removed from inside the norm.

In the Lean proof, `h1` and `h2` state that the two exponentials are unitary. The last line strips off the right factor and then the left one.

```lean
variable {𝔄 : Type*} [CStarAlgebra 𝔄]

/-- Conjugation by the exponential of a skew-adjoint element preserves the norm. -/
theorem norm_exp_conj {A : 𝔄} (hA : star A = -A) (B : 𝔄) :
    ‖exp A * B * exp (-A)‖ = ‖B‖ := by
  -- the rational structure needed by the unitarity lemma comes from the real one
  let : NormedAlgebra ℚ 𝔄 := NormedAlgebra.restrictScalars ℚ ℝ 𝔄
  have h1 : exp A ∈ unitary 𝔄 :=
    exp_mem_unitary_of_mem_skewAdjoint (skewAdjoint.mem_iff.mpr hA)
  have h2 : exp (-A) ∈ unitary 𝔄 :=
    exp_mem_unitary_of_mem_skewAdjoint (skewAdjoint.mem_iff.mpr (by rw [star_neg, hA]))
  rw [CStarRing.norm_mul_mem_unitary _ h2, CStarRing.norm_mem_unitary_mul _ h1]
```

## (b) The equation of motion

Show that the evolved operator has as its time derivative the evolved commutator:
$$\frac{d}{dt}\,e^{tA}Be^{-tA}=e^{tA}[A,B]e^{-tA}.$$

Since $A$ commutes with its own exponentials, the derivatives of $e^{tA}$ and $e^{-tA}$ can be written as $e^{tA}A$ and $-Ae^{-tA}$. The product rule gives
$$e^{tA}A\,B\,e^{-tA}-e^{tA}B\,A\,e^{-tA}=e^{tA}(AB-BA)e^{-tA}.$$
For $A=iH$ this is the Heisenberg equation for an observable without explicit time dependence.

`HasDerivAt f f' t` says that `f` is differentiable at `t` with derivative `f'`. The facts `h1` and `h2` are the two exponential derivatives, with $A$ already placed next to $B$, and `noncomm_ring` collects the terms without changing the order of factors. No condition on $A$ is used.

```lean
/-- Heisenberg equation of motion: the time derivative of the evolved `B` is the evolved
commutator `[A, B]`. -/
theorem hasDerivAt_evolution (A B : 𝔄) (t : ℝ) :
    HasDerivAt (fun s : ℝ => exp (s • A) * B * exp (-(s • A)))
      (exp (t • A) * ad A B * exp (-(t • A))) t := by
  have h1 : HasDerivAt (fun s : ℝ => exp (s • A)) (exp (t • A) * A) t :=
    hasDerivAt_exp_smul_const A t
  have h2 : HasDerivAt (fun s : ℝ => exp (s • (-A))) (-A * exp (t • (-A))) t :=
    hasDerivAt_exp_smul_const' (-A) t
  simp only [smul_neg] at h2
  refine ((h1.mul_const B).fun_mul h2).congr_deriv ?_
  unfold ad
  noncomm_ring
```

## (c) The derivative of a Taylor monomial

Show that, for every natural number $k$,
$$\frac{d}{dt}\,\frac{t^{k+1}}{(k+1)!}=\frac{t^k}{k!}.$$

The derivative is $(k+1)t^k/(k+1)!$. Since $(k+1)!=(k+1)\,k!$, the factor $k+1$ cancels. Lean performs the same cancellation, with `h` recording that $k+1\neq0$.

```lean
/-- The monomial `t^(k+1)/(k+1)!` has derivative `t^k/k!`. -/
theorem hasDerivAt_monomial (k : ℕ) (t : ℝ) :
    HasDerivAt (fun s : ℝ => s ^ (k + 1) / ((k + 1).factorial : ℝ))
      (t ^ k / (k.factorial : ℝ)) t := by
  refine ((hasDerivAt_pow (k + 1) t).div_const _).congr_deriv ?_
  have h : ((k + 1 : ℕ) : ℝ) ≠ 0 := Nat.cast_ne_zero.mpr (Nat.succ_ne_zero k)
  rw [Nat.add_sub_cancel, Nat.factorial_succ, Nat.cast_mul, mul_div_mul_left _ _ h]
```

## (d) The remainder at non-negative times

Let $A^*=-A$. Show that for every natural $n$, every $B$ and every $t\ge 0$,
$$\Big\|e^{tA}Be^{-tA}-\sum_{k<n}\frac{t^k}{k!}\,\mathrm{ad}_A^k(B)\Big\|\le\frac{t^n}{n!}\,\|\mathrm{ad}_A^n(B)\|.$$

Call the difference inside the norm $R_n(B;t)$ and use induction on $n$, with the claim made for all $B$ at once.

For $n=0$ the sum is empty and $R_0(B;t)=e^{tA}Be^{-tA}$. As $t$ is real, $tA$ is again skew-adjoint, so part (a) gives norm $\|B\|$, which is the right-hand side.

Now assume the bound for $n$. At time zero only the term $k=0$ of the sum survives, so $R_{n+1}(B;0)=B-B=0$. Parts (b) and (c) give the derivative
$$\frac{d}{dt}R_{n+1}(B;t)=e^{tA}[A,B]e^{-tA}-\sum_{k<n}\frac{t^{k}}{k!}\,\mathrm{ad}_A^{k}([A,B])=R_n([A,B];t).$$
Here the constant term has dropped out, the index has been shifted by one, and $\mathrm{ad}_A^{k+1}(B)=\mathrm{ad}_A^k([A,B])$. Integrating from $0$ to $t$ and using the induction hypothesis for $[A,B]$,
$$\|R_{n+1}(B;t)\|\le\int_0^t\frac{s^n}{n!}\,\|\mathrm{ad}_A^n([A,B])\|\,ds=\frac{t^{n+1}}{(n+1)!}\,\|\mathrm{ad}_A^{n+1}(B)\|.$$

In Lean, `B` and `t` are quantified after `n`, so that the induction hypothesis `ih` can be applied to `ad A B`. The derivative of the remainder is `hd`, the derivative of the bound is `hb`, and the vanishing at time zero is `h0`.

A mean value inequality takes the place of the integral: if the norm of a function starts below a bound, and the norm of its derivative never exceeds the derivative of the bound, the function stays below the bound. In the call to that inequality, `(B := ...)` names the bounding function and not the observable.

```lean
/-- For skew-adjoint `A` and time `t ≥ 0`, cutting the commutator series of the evolved `B`
before order `n` costs at most `t^n/n!` times the norm of the `n`-fold commutator. -/
theorem truncated_evolution {A : 𝔄} (hA : star A = -A) (n : ℕ) :
    ∀ (B : 𝔄) (t : ℝ), 0 ≤ t →
      ‖exp (t • A) * B * exp (-(t • A))
        - ∑ k ∈ range n, (t ^ k / (k.factorial : ℝ)) • (ad A)^[k] B‖
      ≤ t ^ n / (n.factorial : ℝ) * ‖(ad A)^[n] B‖ := by
  induction n with
  | zero =>
    intro B t _
    have h := norm_exp_conj (A := t • A) (by simp [star_smul, hA]) B
    simpa using h.le
  | succ n ih =>
    intro B t ht
    -- the derivative of the remainder for `B` is the previous remainder for `[A, B]`
    have hd : ∀ s : ℝ, HasDerivAt
        (fun s : ℝ => exp (s • A) * B * exp (-(s • A))
          - ∑ k ∈ range (n + 1), (s ^ k / (k.factorial : ℝ)) • (ad A)^[k] B)
        (exp (s • A) * ad A B * exp (-(s • A))
          - ∑ k ∈ range n, (s ^ k / (k.factorial : ℝ)) • (ad A)^[k] (ad A B)) s := by
      intro s
      refine (hasDerivAt_evolution A B s).fun_sub ?_
      simp only [sum_range_succ', Function.iterate_succ_apply]
      simp only [pow_zero]
      exact (HasDerivAt.fun_sum fun k _ =>
        (hasDerivAt_monomial k s).smul_const ((ad A)^[k] (ad A B))).add_const _
    have hb : ∀ s : ℝ, HasDerivAt
        (fun s : ℝ => s ^ (n + 1) / ((n + 1).factorial : ℝ) * ‖(ad A)^[n] (ad A B)‖)
        (s ^ n / (n.factorial : ℝ) * ‖(ad A)^[n] (ad A B)‖) s :=
      fun s => (hasDerivAt_monomial n s).mul_const _
    -- the remainder vanishes at time zero
    have h0 : ‖exp ((0 : ℝ) • A) * B * exp (-((0 : ℝ) • A))
          - ∑ k ∈ range (n + 1), ((0 : ℝ) ^ k / (k.factorial : ℝ)) • (ad A)^[k] B‖
        ≤ (0 : ℝ) ^ (n + 1) / ((n + 1).factorial : ℝ) * ‖(ad A)^[n] (ad A B)‖ := by
      simp [sum_range_succ', exp_zero]
    -- the mean value inequality integrates the bound
    have key := image_norm_le_of_norm_deriv_right_le_deriv_boundary (a := 0) (b := t)
      (B := fun s : ℝ => s ^ (n + 1) / ((n + 1).factorial : ℝ) * ‖(ad A)^[n] (ad A B)‖)
      (fun s _ => (hd s).continuousAt.continuousWithinAt)
      (fun s _ => (hd s).hasDerivWithinAt) h0 hb (fun s hs => ih (ad A B) s hs.1)
    exact key ⟨ht, le_rfl⟩
```

## (e) The truncated Hadamard series

Let $A^*=-A$. Show that for every $B$ and every natural $n$,
$$\Big\|e^{A}Be^{-A}-\sum_{k<n}\frac{1}{k!}\,\mathrm{ad}_A^k(B)\Big\|\le\frac{\|\mathrm{ad}_A^n(B)\|}{n!}.$$

Put $t=1$ in part (d). All powers of $t$ become $1$.

Hadamard's lemma equates $e^ABe^{-A}$ with the full infinite series, for any bounded $A$. The inequality here concerns a finite partial sum with skew-adjoint $A$, and puts a number on what is missing.

```lean
/-- Truncated Hadamard series: for skew-adjoint `A` and any `B`, the sum of `ad_A^k(B)/k!` over
`k < n` reproduces `exp(A) B exp(-A)` up to an error of norm at most `‖ad_A^n(B)‖/n!`. -/
theorem truncated_hadamard {A : 𝔄} (hA : star A = -A) (B : 𝔄) (n : ℕ) :
    ‖exp A * B * exp (-A) - ∑ k ∈ range n, (1 / (k.factorial : ℝ)) • (ad A)^[k] B‖
      ≤ ‖(ad A)^[n] B‖ / (n.factorial : ℝ) := by
  have h := truncated_evolution hA n B 1 zero_le_one
  simp only [one_smul, one_pow] at h
  rwa [one_div_mul_eq_div] at h
```

## (f) Pulling a scalar out of nested commutators

Show that for every complex number $c$, all $H$ and $B$, and every natural $k$,
$$\mathrm{ad}_{cH}^k(B)=c^k\,\mathrm{ad}_H^k(B).$$

For $k=0$ both sides are $B$. If the formula holds for $k$, then
$$\mathrm{ad}_{cH}^{k+1}(B)=[cH,\,c^k\,\mathrm{ad}_H^k(B)]=c^{k+1}\,\mathrm{ad}_H^{k+1}(B),$$
because the commutator is linear in each argument. Lean follows the same induction, and `module` compares the scalars.

```lean
/-- Rescaling the generator by `c` multiplies the `k`-fold commutator by `c^k`. -/
theorem iterate_ad_smul (c : ℂ) (H B : 𝔄) (k : ℕ) :
    (ad (c • H))^[k] B = c ^ k • (ad H)^[k] B := by
  induction k with
  | zero => simp
  | succ k ih =>
    rw [Function.iterate_succ_apply', Function.iterate_succ_apply', ih]
    simp only [ad, smul_mul_assoc, mul_smul_comm]
    module
```

## (g) Heisenberg evolution for either sign of time

Let $H^*=H$. Show that for every $B$, every real $t$ and every natural $n$,
$$\Big\|e^{itH}Be^{-itH}-\sum_{k<n}\frac{(it)^k}{k!}\,\mathrm{ad}_H^k(B)\Big\|\le\frac{|t|^n}{n!}\,\|\mathrm{ad}_H^n(B)\|.$$

Put $A=itH$. Then $A^*=-itH=-A$, so part (e) applies. By part (f), $\mathrm{ad}_A^k(B)=(it)^k\,\mathrm{ad}_H^k(B)$, which gives the terms of the sum. The same identity at $k=n$, with $|it|=|t|$, gives the bound. The sign of $t$ does not matter, since $t$ has been absorbed into the generator.

These three steps are `hA`, `hs` and `hn` in the Lean proof. The hypothesis `IsSelfAdjoint H` is $H^*=H$.

```lean
/-- For a self-adjoint Hamiltonian `H` and any real time `t`, the Heisenberg evolution of `B`
truncated before order `n` has an error of at most `|t|^n ‖ad_H^n(B)‖/n!`. -/
theorem truncated_heisenberg {H : 𝔄} (hH : IsSelfAdjoint H) (B : 𝔄) (t : ℝ) (n : ℕ) :
    ‖exp ((Complex.I * t) • H) * B * exp (-((Complex.I * t) • H))
        - ∑ k ∈ range n, ((Complex.I * t) ^ k / (k.factorial : ℂ)) • (ad H)^[k] B‖
      ≤ |t| ^ n * ‖(ad H)^[n] B‖ / (n.factorial : ℝ) := by
  have hA : star ((Complex.I * (t : ℂ)) • H) = -((Complex.I * (t : ℂ)) • H) := by
    rw [star_smul, hH.star_eq, ← neg_smul]
    congr 1
    simp [mul_comm]
  have hs : ∀ k : ℕ, (1 / (k.factorial : ℝ)) • (ad ((Complex.I * (t : ℂ)) • H))^[k] B
      = ((Complex.I * (t : ℂ)) ^ k / (k.factorial : ℂ)) • (ad H)^[k] B := by
    intro k
    rw [iterate_ad_smul, ← Complex.coe_smul, smul_smul]
    congr 1
    push_cast
    ring
  have hn : ‖Complex.I * (t : ℂ)‖ = |t| := by simp
  have h := truncated_hadamard hA B n
  simp only [hs] at h
  rwa [iterate_ad_smul, norm_smul, norm_pow, hn] at h
```

## (h) How far an observable can drift

Let $H^*=H$. Show that in time $t$ the operator $B$ moves by at most
$$\|e^{itH}Be^{-itH}-B\|\le|t|\,\|[H,B]\|.$$

Take $n=1$ in part (g): the sum consists of $B$ alone, and the first omitted term contains one commutator. If $B$ commutes with $H$, the right-hand side is zero and $B$ is conserved.

```lean
/-- Under a self-adjoint Hamiltonian `H`, an observable `B` moves in time `t` by at most
`|t| ‖[H, B]‖` in norm. -/
theorem heisenberg_drift {H : 𝔄} (hH : IsSelfAdjoint H) (B : 𝔄) (t : ℝ) :
    ‖exp ((Complex.I * t) • H) * B * exp (-((Complex.I * t) • H)) - B‖
      ≤ |t| * ‖ad H B‖ := by
  simpa using truncated_heisenberg hH B t 1
```

## (i) The size of a nested commutator

Show that for all $A$ and $B$ and every natural $n$,
$$\|\mathrm{ad}_A^n(B)\|\le(2\|A\|)^n\,\|B\|.$$

For any $X$, the triangle inequality and $\|XY\|\le\|X\|\|Y\|$ give
$$\|[A,X]\|\le\|AX\|+\|XA\|\le2\|A\|\|X\|.$$
Each commutator thus costs at most a factor $2\|A\|$, and induction on $n$ gives the claim. The `calc` block writes out this chain for $X=\mathrm{ad}_A^n(B)$.

```lean
/-- The `n`-fold commutator satisfies `‖ad_A^n(B)‖ ≤ (2‖A‖)^n ‖B‖`. -/
theorem norm_iterate_ad_le (A B : 𝔄) (n : ℕ) :
    ‖(ad A)^[n] B‖ ≤ (2 * ‖A‖) ^ n * ‖B‖ := by
  induction n with
  | zero => simp
  | succ n ih =>
    rw [Function.iterate_succ_apply']
    calc ‖ad A ((ad A)^[n] B)‖
        ≤ ‖A * (ad A)^[n] B‖ + ‖(ad A)^[n] B * A‖ := norm_sub_le _ _
      _ ≤ ‖A‖ * ‖(ad A)^[n] B‖ + ‖(ad A)^[n] B‖ * ‖A‖ :=
          add_le_add (norm_mul_le _ _) (norm_mul_le _ _)
      _ = 2 * ‖A‖ * ‖(ad A)^[n] B‖ := by ring
      _ ≤ 2 * ‖A‖ * ((2 * ‖A‖) ^ n * ‖B‖) := by gcongr
      _ = (2 * ‖A‖) ^ (n + 1) * ‖B‖ := by ring
```

## (j) An error bound without commutators

Let $H^*=H$. Show that the truncation error can be bounded from the norms of $H$ and $B$ alone:
$$\Big\|e^{itH}Be^{-itH}-\sum_{k<n}\frac{(it)^k}{k!}\,\mathrm{ad}_H^k(B)\Big\|\le\frac{(2|t|\|H\|)^n}{n!}\,\|B\|.$$

Insert part (i), with $A=H$, into the right-hand side of part (g) and collect the powers. In Lean, `gcongr` carries the inequality through the non-negative factors. When $2|t|\|H\|=1$, ten terms leave an error of at most $\|B\|/10!\approx2.8\times10^{-7}\,\|B\|$.

```lean
/-- For self-adjoint `H`, the truncation error of the Heisenberg evolution is at most
`(2|t|‖H‖)^n ‖B‖/n!`, a bound that needs no nested commutators. -/
theorem truncated_heisenberg_apriori {H : 𝔄} (hH : IsSelfAdjoint H) (B : 𝔄) (t : ℝ) (n : ℕ) :
    ‖exp ((Complex.I * t) • H) * B * exp (-((Complex.I * t) • H))
        - ∑ k ∈ range n, ((Complex.I * t) ^ k / (k.factorial : ℂ)) • (ad H)^[k] B‖
      ≤ (2 * |t| * ‖H‖) ^ n * ‖B‖ / (n.factorial : ℝ) := by
  calc _ ≤ |t| ^ n * ‖(ad H)^[n] B‖ / (n.factorial : ℝ) := truncated_heisenberg hH B t n
    _ ≤ |t| ^ n * ((2 * ‖H‖) ^ n * ‖B‖) / (n.factorial : ℝ) := by
        gcongr
        exact norm_iterate_ad_le H B n
    _ = (2 * |t| * ‖H‖) ^ n * ‖B‖ / (n.factorial : ℝ) := by
        simp only [mul_pow]
        ring

end TruncatedHeisenberg
```

```lean
#print axioms TruncatedHeisenberg.heisenberg_drift
#print axioms TruncatedHeisenberg.truncated_heisenberg_apriori
```

```
'TruncatedHeisenberg.heisenberg_drift' depends on axioms: [propext, Classical.choice, Quot.sound]
'TruncatedHeisenberg.truncated_heisenberg_apriori' depends on axioms: [propext, Classical.choice, Quot.sound]
```

## A precessing spin

Take a spin one-half with $H=\tfrac{\omega}{2}\sigma_z$, $\omega>0$, and follow $B=\sigma_x$. The first two commutators are
$$[H,\sigma_x]=i\omega\sigma_y,\qquad [H,[H,\sigma_x]]=\omega^2\sigma_x.$$
Keeping the terms $k=0$ and $k=1$ gives $\sigma_x-\omega t\,\sigma_y$, and part (g) with $n=2$ bounds the error by $(\omega t)^2/2$. The exact result is $\cos(\omega t)\,\sigma_x-\sin(\omega t)\,\sigma_y$. At $\omega t=0.1$ the bound is $0.005$ and the true error is about $0.0049986$.

Here $\|H\|=\omega/2$, so part (j) gives the same bound as part (g). In a long spin chain with short-range couplings the two differ greatly: the low-order commutators of a single-site observable involve only nearby couplings, while $\|H\|$ generally grows with the length of the chain.

## Generators that are not skew-adjoint

A weaker bound holds in a complete normed algebra without an adjoint, for arbitrary $A$. Part (a) would then weaken to $\|e^ABe^{-A}\|\le e^{2\|A\|}\|B\|$, and the bound in part (e) would acquire the extra factor $e^{2\|A\|}$. That version, which is not proved in the Lean code above, would include non-unitary similarity transformations such as those of coupled-cluster theory in a finite basis.
